# Complex combinations and commutators of Q, P² and Q³ give every polynomial in Q and P when QP − PQ = iħ ≠ 0

To compile a polynomial Hamiltonian for one bosonic mode into elementary gates, one can first write it through nested commutators of the available generators, and then approximate each commutator by a sequence of short gates. The first step requires that such an expression exists. For the generators $Q$, $P^2$ and $Q^3$ it does, if complex coefficients are allowed.

Let $Q$ and $P$ be elements of a complex algebra with $[Q,P]=QP-PQ=c\,1$, where $c=i\hbar$ and $\hbar\neq0$. Let $L$ be the smallest complex subspace that contains $Q$, $P^2$, $Q^3$ and the commutator of any two of its elements. Then $L$ contains $Q^nP^m$ for all $n,m\ge 0$, and equals the algebra of polynomials in $Q$ and $P$.

## From the cubic generator to all monomials

The first identity is
$$[Q^{n+1},P]=(n+1)c\,Q^n .$$
It holds for $n=0$, and the induction step is
$$[Q^{n+2},P]=Q^{n+1}[Q,P]+[Q^{n+1},P]Q=(n+2)c\,Q^{n+1}.$$

Since $P^m$ commutes with $P^2$,
$$\begin{aligned}
[Q^{n+1}P^m,P^2]&=\big([Q^{n+1},P]P+P[Q^{n+1},P]\big)P^m\\
&=(n+1)c\,(Q^nP+PQ^n)P^m\\
&=(n+1)c\,\big(2Q^nP^{m+1}-[Q^n,P]P^m\big).
\end{aligned}$$
This gives a raising rule: if $Q^{n+1}P^m$ and $[Q^n,P]P^m$ lie in $L$, so does $Q^nP^{m+1}$.

With $n=m=0$ the rule turns $Q$ into $P$, and $[Q,P]=c\,1$ then puts $1$ in $L$. With $n=2$, $m=0$ it turns $Q^3$ into $Q^2P$, because $[Q^2,P]=2cQ$ is in $L$. Now
$$[Q^{k+1},Q^2P]=Q^2[Q^{k+1},P]=(k+1)c\,Q^{k+2},$$
so, starting from $Q$, every power of $Q$ is reached.

Induction on $m$ finishes the monomials. Suppose $Q^nP^m\in L$ for all $n$. The raising rule needs $Q^{n+1}P^m$, which is available, and $[Q^n,P]P^m$, which is zero for $n=0$ and $nc\,Q^{n-1}P^m$ otherwise. Hence $Q^nP^{m+1}\in L$.

The span of the ordered monomials contains $1$ and is stable under left multiplication by $Q$. It is also stable under left multiplication by $P$, since
$$PQ^nP^m=Q^nP^{m+1}-[Q^n,P]P^m .$$
It therefore contains every polynomial in $Q$ and $P$. Conversely, these polynomials contain the generators and are closed under commutators, so $L$ is no larger.

## The harmonic potential at ħ = 1

For $c=i$, the second identity gives $[Q^3,P^2]=6i\,Q^2P+6Q$. Commuting $Q$ with this, and using $[Q,Q^2P]=iQ^2$, yields
$$[Q,[Q^3,P^2]]=-6Q^2,\qquad Q^2=-\tfrac16[Q,[Q^3,P^2]].$$
As a check, take $Q=x$ and $P=-i\,d/dx$ and act on the constant $1$. Since $[Q^3,P^2]$ sends $1$ to $6x$ and $x$ to $12x^2$, the double commutator gives $6x^2-12x^2=-6x^2$.

## What remains without the cubic generator

The nontrivial commutators among $1,Q,P,P^2$ are $[Q,P]=c\,1$ and $[Q,P^2]=2cP$. Their span is therefore closed, and $Q$ and $P^2$ generate exactly this span. For $Q=x$ and $P=-i\hbar\,d/dx$ on polynomials, $a+bQ+dP+eP^2$ sends $1$ to $a+bx$, whereas $Q^3$ sends it to $x^3$. So $Q^3$ is not generated.

## Commutator-closed subspaces in Lean

The type `A` is any complex algebra, with no norm, adjoint or Hilbert space.

```lean
import Mathlib

open Polynomial

namespace CubicGateUniversality

noncomputable section

variable {A : Type*} [Ring A] [Algebra ℂ A]
```

A `Submodule ℂ A` is a complex subspace. The predicate below adds closure under commutators.

```lean
/-- A complex subspace of operators is commutator-closed if it contains the commutator of any
two of its elements. -/
def CommutatorClosed (L : Submodule ℂ A) : Prop :=
  ∀ x ∈ L, ∀ y ∈ L, x * y - y * x ∈ L
```

The smallest such subspace is the intersection of all those that contain the generators.

```lean
/-- The smallest commutator-closed complex subspace containing a given set of generators. -/
def commutatorClosure (S : Set A) : Submodule ℂ A :=
  sInf {L | S ⊆ (L : Set A) ∧ CommutatorClosed L}
```

The next theorem confirms that this intersection contains the generators and is itself commutator-closed.

```lean
/-- The commutator closure contains the generators and is itself commutator-closed. -/
theorem commutatorClosure_spec (S : Set A) :
    (∀ x ∈ S, x ∈ commutatorClosure S) ∧ CommutatorClosed (commutatorClosure S) := by
  constructor
  · intro x hx
    exact Submodule.mem_sInf.2 fun L hL => hL.1 hx
  · intro x hx y hy
    exact Submodule.mem_sInf.2 fun L hL =>
      hL.2 x (Submodule.mem_sInf.1 hx L hL) y (Submodule.mem_sInf.1 hy L hL)
```

## The two commutator identities

The hypothesis `h` is the canonical commutation relation, first with a general scalar `c`. The `calc` block is the induction step above.

```lean
variable {Q P : A} {c : ℂ}

/-- If `[Q, P] = c`, then `[Q^(n+1), P] = (n+1) c Q^n`. -/
theorem commutator_pow (h : Q * P - P * Q = c • (1 : A)) (n : ℕ) :
    Q ^ (n + 1) * P - P * Q ^ (n + 1) = (((n : ℂ) + 1) * c) • Q ^ n := by
  induction n with
  | zero => simpa using h
  | succ n ih =>
    calc Q ^ (n + 1 + 1) * P - P * Q ^ (n + 1 + 1)
        = Q ^ (n + 1) * (Q * P - P * Q) + (Q ^ (n + 1) * P - P * Q ^ (n + 1)) * Q := by
          rw [pow_succ Q (n + 1)]
          simp only [mul_sub, sub_mul, mul_assoc]
          abel
      _ = _ := by
          rw [h, ih, mul_smul_comm, mul_one, smul_mul_assoc, ← pow_succ Q n]
          push_cast
          module
```

The kinetic identity keeps $[Q^n,P]$ unexpanded, which avoids the exponent $n-1$ at $n=0$.

```lean
/-- If `[Q, P] = c`, then the commutator of `Q^(n+1) P^m` with `P^2` is `(n+1) c` times `2 Q^n
P^(m+1) - [Q^n, P] P^m`. -/
theorem commutator_kinetic (h : Q * P - P * Q = c • (1 : A)) (n m : ℕ) :
    (Q ^ (n + 1) * P ^ m) * P ^ 2 - P ^ 2 * (Q ^ (n + 1) * P ^ m) =
      (((n : ℂ) + 1) * c) •
        ((2 : ℂ) • (Q ^ n * P ^ (m + 1)) - (Q ^ n * P - P * Q ^ n) * P ^ m) := by
  have hc : P ^ m * P ^ 2 = P ^ 2 * P ^ m := by rw [← pow_add, ← pow_add, add_comm]
  calc (Q ^ (n + 1) * P ^ m) * P ^ 2 - P ^ 2 * (Q ^ (n + 1) * P ^ m)
      = (Q ^ (n + 1) * P ^ 2 - P ^ 2 * Q ^ (n + 1)) * P ^ m := by
        simp only [sub_mul, mul_assoc, hc]
    _ = ((Q ^ (n + 1) * P - P * Q ^ (n + 1)) * P
          + P * (Q ^ (n + 1) * P - P * Q ^ (n + 1))) * P ^ m := by
        congr 1
        rw [pow_two P]
        simp only [mul_sub, sub_mul, mul_assoc]
        abel
    _ = _ := by
        rw [commutator_pow h n, smul_mul_assoc, mul_smul_comm, pow_succ' P m]
        simp only [add_mul, sub_mul, smul_mul_assoc, mul_assoc]
        module
```

## Dividing by a nonzero coefficient

The raising rule turns on `Submodule.smul_mem_iff`: for a scalar $s\neq0$, $sx\in L$ exactly when $x\in L$. The useful direction multiplies by $s^{-1}$. A commutator delivers the wanted monomial only with a prefactor, and this lemma removes it. Here it is applied first to $(n+1)c$ and then to $2$; the first application is where $\hbar\neq0$ enters.

```lean
/-- If `[Q, P] = c` with `c ≠ 0`, then in a commutator-closed complex subspace containing `P^2`, the
elements `Q^(n+1) P^m` and `[Q^n, P] P^m` yield `Q^n P^(m+1)`. -/
theorem raise_momentum (h : Q * P - P * Q = c • (1 : A)) (hc : c ≠ 0)
    {L : Submodule ℂ A} (hL : CommutatorClosed L) (hP : P ^ 2 ∈ L) {n m : ℕ}
    (h1 : Q ^ (n + 1) * P ^ m ∈ L) (h2 : (Q ^ n * P - P * Q ^ n) * P ^ m ∈ L) :
    Q ^ n * P ^ (m + 1) ∈ L := by
  have k := hL _ h1 _ hP
  rw [commutator_kinetic h] at k
  have k2 := (L.smul_mem_iff (mul_ne_zero (Nat.cast_add_one_ne_zero n) hc)).1 k
  have k3 := L.add_mem k2 h2
  rw [sub_add_cancel] at k3
  exact (L.smul_mem_iff (two_ne_zero : (2 : ℂ) ≠ 0)).1 k3
```

The case $n=m=0$ gives momentum, and one more commutator gives the identity.

```lean
/-- If `[Q, P] = c` with `c ≠ 0`, then a commutator-closed complex subspace containing `Q` and `P^2`
contains `P` and the identity. -/
theorem momentum_and_one_mem (h : Q * P - P * Q = c • (1 : A)) (hc : c ≠ 0)
    {L : Submodule ℂ A} (hL : CommutatorClosed L) (hQ : Q ∈ L) (hP : P ^ 2 ∈ L) :
    P ∈ L ∧ (1 : A) ∈ L := by
  have hp : P ∈ L := by
    have k := raise_momentum h hc hL hP (n := 0) (m := 0) (by simpa using hQ) (by simp)
    simpa using k
  have k := hL _ hQ _ hp
  rw [h] at k
  exact ⟨hp, (L.smul_mem_iff hc).1 k⟩
```

## All monomials, then the whole algebra

Now `c` becomes `Complex.I * ħ` with real nonzero `ħ`. In the proof, `hQQP` is $Q^2P\in L$, `hpos` supplies the positive powers of $Q$, and the last induction raises $m$ for all $n$ at once.

```lean
/-- For `[Q, P] = iħ` with `ħ ≠ 0`, the smallest commutator-closed complex subspace containing
`Q`, `P^2` and `Q^3` contains every monomial `Q^n P^m`. -/
theorem monomial_mem {ħ : ℝ} (hħ : ħ ≠ 0)
    (h : Q * P - P * Q = (Complex.I * ħ) • (1 : A)) (n m : ℕ) :
    Q ^ n * P ^ m ∈ commutatorClosure ({Q, P ^ 2, Q ^ 3} : Set A) := by
  have hc : Complex.I * (ħ : ℂ) ≠ 0 :=
    mul_ne_zero Complex.I_ne_zero (Complex.ofReal_ne_zero.2 hħ)
  obtain ⟨hS, hL⟩ := commutatorClosure_spec ({Q, P ^ 2, Q ^ 3} : Set A)
  have hQ := hS Q (by simp)
  have hP := hS (P ^ 2) (by simp)
  have hQ3 := hS (Q ^ 3) (by simp)
  generalize commutatorClosure ({Q, P ^ 2, Q ^ 3} : Set A) = L at *
  -- the cubic generator and the kinetic energy give `Q^2 P`
  have hQQP : Q ^ 2 * P ∈ L := by
    have e : Q ^ 2 * P - P * Q ^ 2 = ((((1 : ℕ) : ℂ) + 1) * (Complex.I * ħ)) • Q ^ 1 :=
      commutator_pow h 1
    have k := raise_momentum h hc hL hP (n := 2) (m := 0) (by simpa using hQ3) (by
      rw [e, pow_zero, mul_one, pow_one]
      exact L.smul_mem _ hQ)
    simpa using k
  -- commuting with `Q^2 P` raises the power of `Q`
  have hpos : ∀ k : ℕ, Q ^ (k + 1) ∈ L := by
    intro k
    induction k with
    | zero => simpa using hQ
    | succ k ih =>
      have hcomm : Q ^ (k + 1) * Q ^ 2 = Q ^ 2 * Q ^ (k + 1) := by
        rw [← pow_add, ← pow_add, add_comm]
      have e : Q ^ (k + 1) * (Q ^ 2 * P) - (Q ^ 2 * P) * Q ^ (k + 1)
          = (((k : ℂ) + 1) * (Complex.I * ħ)) • Q ^ (k + 1 + 1) := by
        calc _ = Q ^ 2 * (Q ^ (k + 1) * P - P * Q ^ (k + 1)) := by
              rw [← mul_assoc, hcomm, mul_sub, mul_assoc, mul_assoc]
          _ = _ := by
              rw [commutator_pow h k, mul_smul_comm, ← pow_add, add_comm 2 k]
      have q := hL _ ih _ hQQP
      rw [e] at q
      exact (L.smul_mem_iff (mul_ne_zero (Nat.cast_add_one_ne_zero k) hc)).1 q
  -- commuting with `P^2` trades a power of `Q` for a power of `P`
  induction m generalizing n with
  | zero =>
    cases n with
    | zero => simpa using (momentum_and_one_mem h hc hL hQ hP).2
    | succ n => simpa using hpos n
  | succ m ih =>
    refine raise_momentum h hc hL hP (ih (n + 1)) ?_
    cases n with
    | zero => simp
    | succ n =>
      rw [commutator_pow h n, smul_mul_assoc]
      exact L.smul_mem _ (ih n)
```

`Algebra.adjoin ℂ {Q, P}` is the algebra of polynomials in the noncommuting $Q$ and $P$, and `Subalgebra.toSubmodule` regards it as a subspace. In the proof, `hQM` and `hPM` are the two stability statements for the monomial span `M`, and `key` extends them to multiplication by any polynomial.

```lean
/-- For `[Q, P] = iħ` with `ħ ≠ 0`, the smallest commutator-closed complex subspace containing
`Q`, `P^2` and `Q^3` is the whole algebra of polynomials in `Q` and `P`. -/
theorem cubic_gate_universality {ħ : ℝ} (hħ : ħ ≠ 0)
    (h : Q * P - P * Q = (Complex.I * ħ) • (1 : A)) :
    commutatorClosure ({Q, P ^ 2, Q ^ 3} : Set A) =
      Subalgebra.toSubmodule (Algebra.adjoin ℂ ({Q, P} : Set A)) := by
  apply le_antisymm
  · have hQ : Q ∈ Algebra.adjoin ℂ ({Q, P} : Set A) := Algebra.subset_adjoin (by simp)
    have hP : P ∈ Algebra.adjoin ℂ ({Q, P} : Set A) := Algebra.subset_adjoin (by simp)
    have hclosed : CommutatorClosed
        (Subalgebra.toSubmodule (Algebra.adjoin ℂ ({Q, P} : Set A))) := by
      intro x hx y hy
      rw [Subalgebra.mem_toSubmodule] at hx hy ⊢
      exact sub_mem (mul_mem hx hy) (mul_mem hy hx)
    refine sInf_le ⟨?_, hclosed⟩
    intro x hx
    simp only [Set.mem_insert_iff, Set.mem_singleton_iff] at hx
    rcases hx with hx | hx | hx <;> rw [hx]
    · exact hQ
    · exact (show P ^ 2 ∈ Algebra.adjoin ℂ ({Q, P} : Set A) from pow_mem hP 2)
    · exact (show Q ^ 3 ∈ Algebra.adjoin ℂ ({Q, P} : Set A) from pow_mem hQ 3)
  · -- the span `M` of ordered monomials is stable under left multiplication by `Q` and `P`
    let M : Submodule ℂ A := Submodule.span ℂ (Set.range fun k : ℕ × ℕ => Q ^ k.1 * P ^ k.2)
    have hM : ∀ n m : ℕ, Q ^ n * P ^ m ∈ M := fun n m => Submodule.subset_span ⟨(n, m), rfl⟩
    have hQM : M ≤ M.comap (LinearMap.mulLeft ℂ Q) := by
      refine Submodule.span_le.2 ?_
      rintro _ ⟨⟨n, m⟩, rfl⟩
      change Q * (Q ^ n * P ^ m) ∈ M
      rw [← mul_assoc, ← pow_succ']
      exact hM _ _
    have hPM : M ≤ M.comap (LinearMap.mulLeft ℂ P) := by
      refine Submodule.span_le.2 ?_
      rintro _ ⟨⟨n, m⟩, rfl⟩
      change P * (Q ^ n * P ^ m) ∈ M
      have e : P * (Q ^ n * P ^ m) = Q ^ n * P ^ (m + 1) - (Q ^ n * P - P * Q ^ n) * P ^ m := by
        rw [pow_succ' P m]
        simp only [sub_mul, mul_assoc]
        abel
      rw [e]
      refine M.sub_mem (hM _ _) ?_
      cases n with
      | zero => simp
      | succ n =>
        rw [commutator_pow h n, smul_mul_assoc]
        exact M.smul_mem _ (hM _ _)
    have key : ∀ x ∈ Algebra.adjoin ℂ ({Q, P} : Set A), ∀ y ∈ M, x * y ∈ M := by
      intro x hx
      induction hx using Algebra.adjoin_induction with
      | mem x hx =>
        simp only [Set.mem_insert_iff, Set.mem_singleton_iff] at hx
        intro y hy
        rcases hx with hx | hx <;> rw [hx]
        · exact hQM hy
        · exact hPM hy
      | algebraMap r =>
        intro y hy
        rw [← Algebra.smul_def]
        exact M.smul_mem r hy
      | add x y _ _ ihx ihy =>
        intro z hz
        rw [add_mul]
        exact M.add_mem (ihx z hz) (ihy z hz)
      | mul x y _ _ ihx ihy =>
        intro z hz
        rw [mul_assoc]
        exact ihx _ (ihy z hz)
    have hle : M ≤ commutatorClosure ({Q, P ^ 2, Q ^ 3} : Set A) := by
      refine Submodule.span_le.2 ?_
      rintro _ ⟨⟨n, m⟩, rfl⟩
      exact monomial_mem hħ h n m
    intro x hx
    have k := key x hx 1 (by simpa using hM 0 0)
    rw [mul_one] at k
    exact hle k
```

This is a complex-coefficient version of the algebraic part of continuous-variable universality for a single mode. Gates generated by Hermitian Hamiltonians call for real combinations and $i$ times commutators. For Hermitian $Q$ and $P$ this real version follows by a short argument, which is not formalised here. Let $R$ be the smallest real subspace that contains the same three generators and $i[x,y]$ for any two of its elements $x,y$. All elements of $R$ are Hermitian, and $R+iR$ is a complex subspace closed under commutators, so it contains every polynomial in $Q$ and $P$. If such a polynomial $A+iB$, with $A,B\in R$, is Hermitian, then $iB$ is both Hermitian and anti-Hermitian, hence zero, and the polynomial lies in $R$. Approximating unitaries by gates, with error bounds and operator domains, is a separate analytic problem. Truncated oscillator matrices are not covered either: a commutator of finite matrices has trace zero, so it cannot equal $i\hbar\,1$.

## The span without the cubic generator, and a concrete representation

The subspace `N` is the four-term span, and its closure is checked by multiplying out a general commutator.

```lean
/-- For `[Q, P] = iħ` with `ħ ≠ 0`, the smallest commutator-closed complex subspace containing `Q`
and `P^2` consists exactly of the complex linear combinations of `1`, `Q`, `P` and `P^2`. -/
theorem mem_closure_without_cubic {ħ : ℝ} (hħ : ħ ≠ 0)
    (h : Q * P - P * Q = (Complex.I * ħ) • (1 : A)) (x : A) :
    x ∈ commutatorClosure ({Q, P ^ 2} : Set A) ↔
      ∃ a b d e : ℂ, x = a • (1 : A) + b • Q + d • P + e • P ^ 2 := by
  have hc : Complex.I * (ħ : ℂ) ≠ 0 :=
    mul_ne_zero Complex.I_ne_zero (Complex.ofReal_ne_zero.2 hħ)
  constructor
  · let N : Submodule ℂ A :=
      { carrier := {x | ∃ a b d e : ℂ, x = a • (1 : A) + b • Q + d • P + e • P ^ 2}
        add_mem' := by
          rintro _ _ ⟨a, b, d, e, rfl⟩ ⟨a', b', d', e', rfl⟩
          exact ⟨a + a', b + b', d + d', e + e', by module⟩
        zero_mem' := ⟨0, 0, 0, 0, by simp⟩
        smul_mem' := by
          rintro r _ ⟨a, b, d, e, rfl⟩
          exact ⟨r * a, r * b, r * d, r * e, by module⟩ }
    have h1 : Q * P = P * Q + (Complex.I * ħ) • (1 : A) := by rw [← h]; abel
    have h2 : Q * (P * P) = P * (P * Q) + (2 * (Complex.I * ħ)) • P := by
      rw [← mul_assoc, h1, add_mul, mul_assoc, h1, mul_add, smul_mul_assoc, one_mul,
        mul_smul_comm, mul_one]
      module
    intro hx
    refine Submodule.mem_sInf.1 hx N ⟨?_, ?_⟩
    · intro y hy
      simp only [Set.mem_insert_iff, Set.mem_singleton_iff] at hy
      rcases hy with hy | hy <;> rw [hy]
      · exact ⟨0, 1, 0, 0, by module⟩
      · exact ⟨0, 0, 0, 1, by module⟩
    · rintro _ ⟨a, b, d, e, rfl⟩ _ ⟨a', b', d', e', rfl⟩
      refine ⟨(b * d' - d * b') * (Complex.I * ħ), 0,
        2 * (b * e' - e * b') * (Complex.I * ħ), 0, ?_⟩
      simp only [pow_two, mul_add, add_mul, smul_mul_assoc, mul_smul_comm, one_mul, mul_one,
        mul_assoc, h1, h2]
      module
  · rintro ⟨a, b, d, e, rfl⟩
    obtain ⟨hS, hL⟩ := commutatorClosure_spec ({Q, P ^ 2} : Set A)
    have hQ := hS Q (by simp)
    have hP := hS (P ^ 2) (by simp)
    obtain ⟨hp, h1⟩ := momentum_and_one_mem h hc hL hQ hP
    exact add_mem (add_mem (add_mem (Submodule.smul_mem _ a h1) (Submodule.smul_mem _ b hQ))
      (Submodule.smul_mem _ d hp)) (Submodule.smul_mem _ e hP)
```

Position and momentum are realised as linear maps on complex polynomials.

```lean
/-- The position operator on complex polynomials: multiplication by the variable. -/
def position : Module.End ℂ ℂ[X] := LinearMap.mulLeft ℂ X

/-- The momentum operator on complex polynomials: `-iħ` times the derivative. -/
def momentum (ħ : ℝ) : Module.End ℂ ℂ[X] := (-(Complex.I * (ħ : ℂ))) • derivative
```

The product rule gives the commutation relation, so the hypothesis of the main theorem is satisfied by actual operators.

```lean
/-- Position and momentum on complex polynomials satisfy `QP - PQ = iħ`. -/
theorem canonical_commutation_witness (ħ : ℝ) :
    position * momentum ħ - momentum ħ * position =
      (Complex.I * (ħ : ℂ)) • (1 : Module.End ℂ ℂ[X]) := by
  refine LinearMap.ext fun p => ?_
  change X * ((-(Complex.I * (ħ : ℂ))) • derivative p)
    - (-(Complex.I * (ħ : ℂ))) • derivative (X * p) = (Complex.I * (ħ : ℂ)) • p
  rw [derivative_mul, derivative_X, one_mul, mul_smul_comm]
  module
```

The last theorem compares the coefficients of $x^3$ after acting on $1$. It holds for every real $\hbar$: at $\hbar=0$ the momentum vanishes, and the closure lies inside the one for $\hbar=1$.

```lean
/-- For position and momentum on complex polynomials, `Q^3` is not in the smallest
commutator-closed complex subspace containing `Q` and `P^2`. -/
theorem cubic_not_generated (ħ : ℝ) :
    position ^ 3 ∉ commutatorClosure ({position, momentum ħ ^ 2} : Set (Module.End ℂ ℂ[X])) := by
  -- for `ħ = 0` the momentum vanishes, and the closure lies inside the one for `ħ = 1`
  suffices key : ∀ ħ : ℝ, ħ ≠ 0 → position ^ 3 ∉
      commutatorClosure ({position, momentum ħ ^ 2} : Set (Module.End ℂ ℂ[X])) by
    rcases eq_or_ne ħ 0 with h0 | h0
    · rw [h0]
      intro hmem
      obtain ⟨hS, hL⟩ := commutatorClosure_spec
        ({position, momentum 1 ^ 2} : Set (Module.End ℂ ℂ[X]))
      refine key 1 one_ne_zero (Submodule.mem_sInf.1 hmem _ ⟨?_, hL⟩)
      intro y hy
      simp only [Set.mem_insert_iff, Set.mem_singleton_iff] at hy
      rcases hy with hy | hy
      · rw [hy]
        exact hS position (by simp)
      · have hz : momentum 0 ^ 2 = 0 := by simp [momentum]
        rw [hy, hz]
        exact Submodule.zero_mem _
    · exact key ħ h0
  intro ħ hħ hmem
  obtain ⟨a, b, d, e, hx⟩ :=
    (mem_closure_without_cubic hħ (canonical_commutation_witness ħ) _).1 hmem
  -- compare the action of both sides on the constant polynomial
  have e1 : (position ^ 3) (1 : ℂ[X]) = X ^ 3 := by
    simp [position, pow_succ, Module.End.mul_apply, mul_assoc]
  have e2 : (a • (1 : Module.End ℂ ℂ[X]) + b • position + d • momentum ħ
      + e • momentum ħ ^ 2) (1 : ℂ[X]) = C a + C b * X := by
    simp [position, momentum, pow_two, Module.End.mul_apply, Polynomial.smul_eq_C_mul]
  have h3 : (X ^ 3 : ℂ[X]).coeff 3 = (C a + C b * X : ℂ[X]).coeff 3 := by
    rw [← e1, hx, e2]
  simp at h3

end

end CubicGateUniversality
```

```lean
#print axioms CubicGateUniversality.cubic_gate_universality
#print axioms CubicGateUniversality.cubic_not_generated
```

```
'CubicGateUniversality.cubic_gate_universality' depends on axioms: [propext, Classical.choice, Quot.sound]
'CubicGateUniversality.cubic_not_generated' depends on axioms: [propext, Classical.choice, Quot.sound]
```
